# A separable term x xᵀ/d collapses the ground energy as d → 0 from below, but not from above

## Two levels and one projector

Take A = diag(0, 1) and x = (1, 0). Adding x xᵀ/d gives diag(1/d, 1), whose lowest eigenvalue is

E(d) = min(1/d, 1).

For small negative d this is 1/d, which falls without limit. For 0 < d ≤ 1 the shifted level lies at or above the other one, and E(d) = 1. The ground energy has moved from 0 to 1, but can rise no further.

Some separable pseudopotentials contain terms of this shape, with a projector divided by a matrix element that may come close to zero. In a finite orthonormal basis, with one projector and with both A and x held fixed as d varies, the result says which sign of a small denominator makes the ground energy diverge. A bounded energy on the other side need not be an accurate one.

## Bounds for either sign of d

Let A be a real symmetric matrix of size at least 2, with lowest eigenvalues E₀ ≤ E₁ counted with multiplicity, and let x ≠ 0. For any vector v,

v·(A + x xᵀ/d)v = v·Av + (x·v)²/d.

If a symmetric matrix H has orthonormal eigenvectors bᵢ with eigenvalues λᵢ, then v·Hv = Σᵢ λᵢ(bᵢ·v)², which is at least the lowest eigenvalue times v·v. This is the variational principle.

**Negative d.** Let v be a normalised ground state of A + x xᵀ/d. Cauchy–Schwarz gives (x·v)² ≤ x·x, and 1/d is negative, so

E(d) = v·Av + (x·v)²/d ≥ E₀ + x·x/d.

The trial vector x gives E(d)(x·x) ≤ x·Ax + (x·x)²/d. With a = (x·Ax)/(x·x), this reads

E(d) ≤ a + x·x/d.

The right-hand side tends to −∞ as d → 0 from below, and so does E(d). Multiplying both bounds by the negative d reverses them:

d a + x·x ≤ d E(d) ≤ d E₀ + x·x.

Both ends tend to x·x, hence so does d E(d).

**Positive d.** The added term is now non-negative, so the normalised ground state v gives E(d) ≥ v·Av ≥ E₀. For the ceiling, take two orthonormal eigenvectors bᵢ and bⱼ of A, i ≠ j, and form w = p bᵢ + q bⱼ with x·w = 0. If x·bᵢ = 0, choose p = 1, q = 0; otherwise choose p = −x·bⱼ, q = x·bᵢ. Then w ≠ 0 does not feel the projector, and

E(d)(p² + q²) ≤ p²λᵢ + q²λⱼ ≤ max(λᵢ, λⱼ)(p² + q²).

Dividing by p² + q² and choosing the pair with the smallest maximum gives E(d) ≤ E₁.

## The statement in Lean

The finite type `n` labels the basis, and `Nontrivial n` says that it has at least two elements. The hypothesis `hA : A.IsSymm` is the symmetry of A. The products v·w and Av are written `v ⬝ᵥ w` and `A *ᵥ v`.

`levels` lists the eigenvalues with multiplicity, and `groundEnergy` is their minimum. `secondEnergy` is the least value of the higher of two differently labelled levels, so it equals the ground energy when that level is degenerate. `energy hA x d` is E(d), the ground energy of `separable A x d`.

The theorem `one_sided_collapse` has three parts: d E(d) tends to x·x as d approaches zero from below (`𝓝[<] 0`), E(d) tends to −∞ (`atBot`) in the same limit, and E₀ ≤ E(d) ≤ E₁ for every d > 0. Non-orthogonal bases, several projectors and the continuum lie beyond this model.

## The complete file

```lean
import Mathlib

open Matrix Filter Topology

namespace SeparableDenominator

noncomputable section

variable {n : Type*} [Fintype n] [DecidableEq n] {A H : Matrix n n ℝ}

/-- The eigenvalues of a real symmetric matrix, listed with multiplicity. -/
def levels (hH : H.IsSymm) : n → ℝ :=
  (Matrix.IsHermitian.ext fun i j => by simpa using hH.apply i j :
    H.IsHermitian).eigenvalues

/-- The lowest eigenvalue of a real symmetric matrix of size at least 1. -/
def groundEnergy (hH : H.IsSymm) : ℝ := ⨅ i, levels hH i

/-- The second-lowest eigenvalue, counted with multiplicity, for size at least 2: the least value of
the higher of two levels with different labels. -/
def secondEnergy (hH : H.IsSymm) : ℝ :=
  ⨅ p : {p : n × n // p.1 ≠ p.2}, max (levels hH p.1.1) (levels hH p.1.2)

/-- The Hamiltonian `A + x xᵀ / d` with a separable term of denominator `d ≠ 0`. -/
def separable (A : Matrix n n ℝ) (x : n → ℝ) (d : ℝ) : Matrix n n ℝ :=
  A + d⁻¹ • vecMulVec x x

omit [Fintype n] [DecidableEq n] in
lemma separable_symm (hA : A.IsSymm) (x : n → ℝ) (d : ℝ) :
    (separable A x d).IsSymm := Matrix.IsSymm.ext fun i j => by
  simp only [separable, Matrix.add_apply, Matrix.smul_apply, Matrix.vecMulVec_apply,
    smul_eq_mul, hA.apply i j]
  ring

/-- `E(d)`, the lowest eigenvalue of `A + x xᵀ / d`, for `d ≠ 0` and size at least 1. -/
def energy (hA : A.IsSymm) (x : n → ℝ) (d : ℝ) : ℝ := groundEnergy (separable_symm hA x d)

/-- A real symmetric matrix has an orthonormal eigenbasis, in which scalar products
can be expanded. -/
theorem eigenbasis (hH : H.IsSymm) :
    ∃ b : n → n → ℝ, (∀ i, H *ᵥ b i = levels hH i • b i) ∧
      (∀ i j, b i ⬝ᵥ b j = if i = j then 1 else 0) ∧
      ∀ u w : n → ℝ, u ⬝ᵥ w = ∑ i, (b i ⬝ᵥ u) * (b i ⬝ᵥ w) := by
  have hh : H.IsHermitian := Matrix.IsHermitian.ext fun i j => by simpa using hH.apply i j
  have key : ∀ p q : EuclideanSpace ℝ n, inner ℝ p q = p.ofLp ⬝ᵥ q.ofLp := by
    intro p q
    simp [PiLp.inner_apply, dotProduct, mul_comm]
  refine ⟨fun i => (hh.eigenvectorBasis i).ofLp,
    fun i => hh.mulVec_eigenvectorBasis i, fun i j => ?_, fun u w => ?_⟩
  · have h := orthonormal_iff_ite.mp hh.eigenvectorBasis.orthonormal i j
    rw [key] at h
    exact h
  · have h := hh.eigenvectorBasis.sum_inner_mul_inner (WithLp.toLp 2 u) (WithLp.toLp 2 w)
    simp only [key] at h
    exact h.symm.trans (Finset.sum_congr rfl fun i _ =>
      congrArg₂ (· * ·) (dotProduct_comm _ _) rfl)

/-- Variational principle: no trial vector has an energy below the ground energy of a
real symmetric matrix. -/
theorem variational (hH : H.IsSymm) (v : n → ℝ) :
    groundEnergy hH * (v ⬝ᵥ v) ≤ v ⬝ᵥ H *ᵥ v := by
  obtain ⟨b, hl, -, hb⟩ := eigenbasis hH
  rw [hb v v, hb v (H *ᵥ v), Finset.mul_sum]
  refine Finset.sum_le_sum fun i _ => ?_
  have hi : groundEnergy hH ≤ levels hH i :=
    ciInf_le (Set.finite_range (levels hH)).bddBelow i
  rw [Matrix.dotProduct_mulVec, ← Matrix.mulVec_transpose, hH.eq, hl, smul_dotProduct,
    smul_eq_mul]
  nlinarith [mul_le_mul_of_nonneg_right hi (mul_self_nonneg (b i ⬝ᵥ v))]

omit [DecidableEq n] in
lemma separable_energy (A : Matrix n n ℝ) (x v : n → ℝ) (d : ℝ) :
    v ⬝ᵥ separable A x d *ᵥ v = v ⬝ᵥ A *ᵥ v + (x ⬝ᵥ v) ^ 2 / d := by
  have h : separable A x d *ᵥ v = A *ᵥ v + ((x ⬝ᵥ v) / d) • x := by
    ext i
    simp only [separable, Matrix.mulVec, dotProduct, Matrix.add_apply, Matrix.smul_apply,
      Matrix.vecMulVec_apply, Pi.add_apply, Pi.smul_apply, smul_eq_mul, add_mul,
      Finset.sum_add_distrib, div_eq_mul_inv, Finset.sum_mul]
    congr 1
    exact Finset.sum_congr rfl fun j _ => by ring
  rw [h, dotProduct_add, dotProduct_smul, smul_eq_mul, dotProduct_comm v x]
  ring

lemma energy_le (hA : A.IsSymm) (x v : n → ℝ) (d : ℝ) :
    energy hA x d * (v ⬝ᵥ v) ≤ v ⬝ᵥ A *ᵥ v + (x ⬝ᵥ v) ^ 2 / d :=
  (variational (separable_symm hA x d) v).trans_eq (separable_energy A x v d)

lemma energy_attained [Nonempty n] (hA : A.IsSymm) (x : n → ℝ) (d : ℝ) :
    ∃ v : n → ℝ, v ⬝ᵥ v = 1 ∧ energy hA x d = v ⬝ᵥ A *ᵥ v + (x ⬝ᵥ v) ^ 2 / d := by
  obtain ⟨b, hl, ho, -⟩ := eigenbasis (separable_symm hA x d)
  obtain ⟨i, hi⟩ := (Set.range_nonempty (levels (separable_symm hA x d))).csInf_mem
    (Set.finite_range _)
  refine ⟨b i, by simpa using ho i i, ?_⟩
  rw [← separable_energy, hl, dotProduct_smul, ho, if_pos rfl, smul_eq_mul, mul_one]
  exact hi.symm

/-- For real symmetric `A`, `x ≠ 0` and `d < 0`, `E(d)` is `x·x / d` up to a shift between
the ground energy of `A` and the mean energy of `A` in `x`. -/
theorem collapse_bounds (hA : A.IsSymm) {x : n → ℝ} (hx : 0 < x ⬝ᵥ x) [Nonempty n]
    {d : ℝ} (hd : d < 0) : groundEnergy hA + x ⬝ᵥ x / d ≤ energy hA x d ∧
    energy hA x d ≤ (x ⬝ᵥ A *ᵥ x) / (x ⬝ᵥ x) + x ⬝ᵥ x / d := by
  constructor
  · -- Cauchy-Schwarz limits the attraction of the projector
    obtain ⟨v, hv, he⟩ := energy_attained hA x d
    have cs : (x ⬝ᵥ v) ^ 2 ≤ (x ⬝ᵥ x) * (v ⬝ᵥ v) := by
      simpa only [dotProduct, sq] using Finset.sum_mul_sq_le_sq_mul_sq Finset.univ x v
    have h1 := mul_le_mul_of_nonpos_right cs (inv_lt_zero.mpr hd).le
    have h2 := variational hA v
    rw [hv, mul_one] at h1 h2
    rw [he, div_eq_mul_inv, div_eq_mul_inv]
    linarith
  · -- the trial vector is `x` itself
    refine le_of_mul_le_mul_right ((energy_le hA x x d).trans_eq ?_) hx
    rw [add_mul, div_mul_cancel₀ _ hx.ne']
    ring

/-- For real symmetric `A` of size at least 2, a separable term of either sign leaves the
ground energy at or below the second-lowest eigenvalue of `A`. -/
theorem energy_le_second [Nontrivial n] (hA : A.IsSymm) (x : n → ℝ) (d : ℝ) :
    energy hA x d ≤ secondEnergy hA := by
  obtain ⟨b, hl, ho, -⟩ := eigenbasis hA
  obtain ⟨k, l, hkl⟩ := exists_pair_ne n
  have : Nonempty {p : n × n // p.1 ≠ p.2} := ⟨⟨(k, l), hkl⟩⟩
  refine le_ciInf ?_
  rintro ⟨⟨i, j⟩, hij⟩
  change energy hA x d ≤ max (levels hA i) (levels hA j)
  have hii : b i ⬝ᵥ b i = 1 := by simpa using ho i i
  have hjj : b j ⬝ᵥ b j = 1 := by simpa using ho j j
  have hij0 : b i ⬝ᵥ b j = 0 := (ho i j).trans (if_neg hij)
  have hji0 : b j ⬝ᵥ b i = 0 := (dotProduct_comm _ _).trans hij0
  -- a combination of the two eigenvectors that does not feel the projector
  obtain ⟨p, q, hpq, h0⟩ : ∃ p q : ℝ, 0 < p ^ 2 + q ^ 2 ∧
      p * (x ⬝ᵥ b i) + q * (x ⬝ᵥ b j) = 0 := by
    by_cases h : x ⬝ᵥ b i = 0
    · exact ⟨1, 0, by norm_num, by rw [h]; ring⟩
    · exact ⟨-(x ⬝ᵥ b j), x ⬝ᵥ b i, add_pos_of_nonneg_of_pos (sq_nonneg _)
        (lt_of_le_of_ne (sq_nonneg _) (pow_ne_zero 2 h).symm), by ring⟩
  have h := energy_le hA x (p • b i + q • b j) d
  simp only [Matrix.mulVec_add, Matrix.mulVec_smul, hl, add_dotProduct, dotProduct_add,
    smul_dotProduct, dotProduct_smul, smul_eq_mul, hii, hjj, hij0, hji0, h0,
    zero_pow two_ne_zero, zero_div] at h
  refine le_of_mul_le_mul_right ?_ hpq
  linarith [mul_le_mul_of_nonneg_right (le_max_left (levels hA i) (levels hA j)) (sq_nonneg p),
    mul_le_mul_of_nonneg_right (le_max_right (levels hA i) (levels hA j)) (sq_nonneg q)]

/-- Let `A` be real symmetric of size at least 2 and `x ≠ 0`. As `d → 0` from below, `d E(d)`
tends to `x·x` and `E(d)` to `-∞`; for `d > 0`, `E(d)` stays between the two lowest
eigenvalues of `A`. -/
theorem one_sided_collapse [Nontrivial n] (hA : A.IsSymm) {x : n → ℝ} (hx : x ≠ 0) :
    Tendsto (fun d => d * energy hA x d) (𝓝[<] 0) (𝓝 (x ⬝ᵥ x)) ∧
    Tendsto (energy hA x) (𝓝[<] 0) atBot ∧
    ∀ d > 0, groundEnergy hA ≤ energy hA x d ∧ energy hA x d ≤ secondEnergy hA := by
  have hX : 0 < x ⬝ᵥ x := by
    refine lt_of_le_of_ne ?_ fun h => hx (dotProduct_self_eq_zero.mp h.symm)
    unfold dotProduct
    exact Finset.sum_nonneg fun i _ => mul_self_nonneg (x i)
  have hlim : ∀ c : ℝ, Tendsto (fun d : ℝ => d * (c + x ⬝ᵥ x / d)) (𝓝[<] 0)
      (𝓝 (x ⬝ᵥ x)) := by
    intro c
    have hc : Continuous fun d : ℝ => d * c + x ⬝ᵥ x := by fun_prop
    have h := hc.tendsto 0
    simp only [zero_mul, zero_add] at h
    refine (h.mono_left nhdsWithin_le_nhds).congr' ?_
    filter_upwards [self_mem_nhdsWithin] with d hd
    have hd0 : d ≠ 0 := ne_of_lt hd
    field_simp
  -- multiplying the bounds by the negative `d` reverses them
  have hE : Tendsto (fun d => d * energy hA x d) (𝓝[<] 0) (𝓝 (x ⬝ᵥ x)) := by
    refine tendsto_of_tendsto_of_tendsto_of_le_of_le'
      (hlim ((x ⬝ᵥ A *ᵥ x) / (x ⬝ᵥ x))) (hlim (groundEnergy hA)) ?_ ?_
    · filter_upwards [self_mem_nhdsWithin] with d hd
      exact mul_le_mul_of_nonpos_left (collapse_bounds hA hX hd).2 (le_of_lt hd)
    · filter_upwards [self_mem_nhdsWithin] with d hd
      exact mul_le_mul_of_nonpos_left (collapse_bounds hA hX hd).1 (le_of_lt hd)
  refine ⟨hE, tendsto_atBot.mpr fun c => ?_, fun d hd => ⟨?_, energy_le_second hA x d⟩⟩
  · -- close enough to zero, the upper bound on `E(d)` lies below any given `c`
    filter_upwards [self_mem_nhdsWithin, (hlim ((x ⬝ᵥ A *ᵥ x) / (x ⬝ᵥ x) - c)).eventually
      (lt_mem_nhds hX)] with d hd hc
    have hd' : d < 0 := hd
    have h1 := (collapse_bounds hA hX hd').2
    by_contra hcon
    have h2 := mul_nonpos_of_nonpos_of_nonneg hd'.le
      (by linarith : 0 ≤ (x ⬝ᵥ A *ᵥ x) / (x ⬝ᵥ x) - c + x ⬝ᵥ x / d)
    linarith
  · obtain ⟨v, hv, he⟩ := energy_attained hA x d
    have h1 := variational hA v
    rw [hv, mul_one] at h1
    have h2 : 0 ≤ (x ⬝ᵥ v) ^ 2 / d := by positivity
    linarith

end

end SeparableDenominator
```

```lean
#print axioms SeparableDenominator.energy_le_second
-- 'SeparableDenominator.energy_le_second' depends on axioms: [propext, Classical.choice, Quot.sound]
#print axioms SeparableDenominator.one_sided_collapse
-- 'SeparableDenominator.one_sided_collapse' depends on axioms: [propext, Classical.choice, Quot.sound]
```

## From the eigenbasis to the limits

`separable_symm` shows that the added term preserves symmetry. `eigenbasis` restates Mathlib's spectral theorem for plain vectors, and `variational` compares the expansion of v·Hv term by term.

`separable_energy` computes the quadratic form. `energy_le` combines it with the variational principle, while `energy_attained` supplies a normalised ground state.

`collapse_bounds` contains the two estimates for negative d: Cauchy–Schwarz is `cs`, and the upper bound inserts x into `energy_le`. `energy_le_second` builds w, with the case split on x·bᵢ = 0, and holds for either sign of d.

In `one_sided_collapse`, `hlim` states that d(c + x·x/d) → x·x for any constant c, and a squeeze gives the first limit. For the second, fix a target c. By `hlim`, d(a − c + x·x/d) is eventually positive. If E(d) were above c, the upper bound would make the bracket non-negative and its product with the negative d at most zero, a contradiction.
